# A rank-three tensor with the tetrahedral symmetry of a silicon site has one independent component

## Symmetry as four matrices

"The atom sits on a tetrahedral site" is a statement about a crystal, and it can be turned into equations for a tensor in several ways. Here a symmetry operation is a real $3\times 3$ matrix $R$, written in the cubic axes $x,y,z$. It acts on a real rank-three tensor $Q$ by

$$(R\cdot Q)_{abc}=\sum_{ijk}R_{ai}R_{bj}R_{ck}\,Q_{ijk},$$

and symmetry means $R\cdot Q=Q$. The equation is required for only four matrices: the twofold rotations $\mathrm{diag}(1,-1,-1)$ and $\mathrm{diag}(-1,-1,1)$, the cyclic permutation of the axes, and the mirror that exchanges $x$ and $y$. Products of these four give all 24 operations of the point group $T_d$, so nothing is lost by listing only them.

No symmetry of $Q$ under exchange of its own indices is assumed. All 27 components start out independent.

## The charge that a displaced atom induces

Displace one sublattice of a crystal by a vector $u$, modulated with wavevector $q$, hold the macroscopic electric field at zero, and expand the induced charge in powers of $q$. The first-order term contains the Born effective charge. The second-order term contains the dynamical quadrupole $Q$, through the contraction

$$\rho(u,q)=\sum_{abc}Q_{abc}\,u_a q_b q_c ,$$

where constant prefactors are left out. The first index belongs to the displacement and the other two belong to the wavevector. In silicon the Born effective charges vanish, so the quadrupole is the leading term.

In density functional perturbation theory this tensor is a computed quantity. For an atom about which the whole crystal, and not only the nearest neighbours, has the symmetry $T_d$, the result below leaves one number to compute and turns the other components into a check on the calculation.

## What is claimed

A tensor $Q$ is invariant under the four matrices if and only if

- $Q_{abc}=0$ whenever two of the indices $a,b,c$ coincide, and
- $Q_{abc}=Q_{xyz}$ whenever $a,b,c$ are all distinct.

So 21 components vanish and the remaining six are equal. Symmetry does not fix their common value $Q_{xyz}$, which may also be zero.

## The derivation by hand

**Action on components.** A diagonal matrix with entries $s_x,s_y,s_z$ leaves one term in each sum, and

$$(R\cdot Q)_{abc}=s_a s_b s_c\,Q_{abc}.$$

A matrix whose row $i$ has its single one in column $\sigma(i)$ gives

$$(R\cdot Q)_{abc}=Q_{\sigma(a)\sigma(b)\sigma(c)}.$$

**Repeated indices.** Let $n_x,n_y,n_z$ count how often each axis occurs among $a,b,c$, so that $n_x+n_y+n_z=3$. The rotation about $x$ multiplies $Q_{abc}$ by $(-1)^{n_y+n_z}=(-1)^{3-n_x}$, and the rotation about $z$ multiplies it by $(-1)^{3-n_z}$. Both factors are $+1$ only if $n_x$ and $n_z$ are odd. Since the counts add up to three, this forces $n_x=n_y=n_z=1$. If an index is repeated, then, at least one rotation gives $Q_{abc}=-Q_{abc}$, and the component is zero.

**Distinct indices.** The cyclic permutation sorts the six remaining components into two sets of three:

$$Q_{xyz}=Q_{yzx}=Q_{zxy},\qquad Q_{yxz}=Q_{zyx}=Q_{xzy}.$$

The mirror gives $Q_{yxz}=Q_{xyz}$ and joins the two sets.

**The converse.** Suppose that $Q$ has the stated form. For distinct indices the factor $s_as_bs_c$ equals $s_xs_ys_z$, which is $+1$ for both rotations; for repeated indices the component is zero, and a sign does not matter. A permutation of the axes takes distinct indices to distinct indices and repeated ones to repeated ones, so it too leaves $Q$ unchanged.

**The charge response.** Six terms survive in $\rho(u,q)$. Those with $a=x$ are $Q_{xyz}u_xq_yq_z$ and $Q_{xzy}u_xq_zq_y$, which are equal, and the same happens for $a=y$ and $a=z$. Hence

$$\rho(u,q)=2Q_{xyz}\,(u_xq_yq_z+u_yq_zq_x+u_zq_xq_y).$$

Setting $u=q$ gives $6Q_{xyz}\,q_xq_yq_z$. For a longitudinal displacement of unit length, $u=q/|q|$ with $q\neq 0$, the value is $6Q_{xyz}\,q_xq_yq_z/|q|$. It vanishes whenever $q$ lies in a coordinate plane.

**Inversion.** The matrix $-1$ contributes three factors of $-1$, so it takes $Q$ to $-Q$. In silicon, inversion about the midpoint of a bond exchanges the two sublattices. Their quadrupole tensors are therefore opposite in sign.

## How the Lean statement expresses this

`Tensor3` is the type of real functions of three indices, each in `Fin 3`, with 0, 1, 2 standing for $x,y,z$. Thus `Q 0 1 2` is $Q_{xyz}$. The function `transform` is the action $R\cdot Q$, and `axisMap σ` is the matrix whose row `i` has a one in column `σ i`. The cyclic permutation is `fun i => i + 1`, with addition modulo three, and the mirror is `![1, 0, 2]`.

`TdInvariant Q` collects the four invariance conditions, each an equality of whole tensors. The main theorem, `tdInvariant_iff`, says that these conditions are equivalent to the two properties claimed above. `tdInvariant_witness` supplies a nonzero tensor that satisfies them, so the symmetry does not force $Q$ to vanish.

`quadrupoleCharge` is the contraction $\rho(u,q)$ for real $u$ and $q$. The theorems `quadrupoleCharge_eq` and `quadrupoleCharge_longitudinal` give its reduced forms; the second takes `q` itself as the displacement, without normalisation. `transform_inversion` holds for every tensor that transforms by the rule $R\cdot Q$ above, whether or not it has tetrahedral symmetry. A pseudotensor, whose rule contains an extra factor $\det R$, would keep its sign under inversion.

The invariance of $Q$ is a hypothesis. It stands for the physical fact that a silicon atom's surroundings are mapped onto themselves by the operations of $T_d$ about that atom, and that the response inherits this symmetry. Neither the crystal structure nor the electronic response appears in the file, and the link between inversion and the two sublattices is likewise physical input. The form of the result also depends on the axes: in a rotated frame the same tensor generally has other nonzero components.

## The same result with a symmetric tensor

The contraction with $q_bq_c$ sees only the part of $Q$ that is symmetric in $b$ and $c$, and a dynamical quadrupole defined as a second derivative with respect to $q$ has that symmetry from the start. The model could have included $Q_{abc}=Q_{acb}$ in the definition of the tensor.

The mirror would then be superfluous. The relation $Q_{xyz}=Q_{xzy}$ already connects the two cyclic sets, and the rotations alone would leave one constant. For the general tensors used here, the rotations alone leave two: the completely antisymmetric tensor is invariant under them, but the mirror reverses its sign. With the mirror among the hypotheses, the symmetry in $b$ and $c$ is a consequence and need not be assumed.

## The complete file

```lean
import Mathlib

open Matrix

namespace TetrahedralDynamicalQuadrupole

noncomputable section

/-- A real rank-three tensor on three-dimensional space; the indices 0, 1, 2 are x, y, z. -/
abbrev Tensor3 := Fin 3 → Fin 3 → Fin 3 → ℝ

/-- The action of a linear map `R` of space on a rank-three tensor,
`R_ai R_bj R_ck Q_ijk` summed over `i, j, k`. -/
def transform (R : Matrix (Fin 3) (Fin 3) ℝ) (Q : Tensor3) : Tensor3 :=
  fun a b c => ∑ i, R a i * ∑ j, R b j * ∑ k, R c k * Q i j k

/-- The matrix that relabels the Cartesian axes: its row `i` has a one in column `σ i`. -/
def axisMap (σ : Fin 3 → Fin 3) : Matrix (Fin 3) (Fin 3) ℝ :=
  Matrix.of fun i j => if j = σ i then 1 else 0

/-- Invariance of a tensor under two twofold rotations, the cyclic permutation of the axes
and the mirror that exchanges x and y. -/
structure TdInvariant (Q : Tensor3) : Prop where
  twofold_x : transform (diagonal ![1, -1, -1]) Q = Q
  twofold_z : transform (diagonal ![-1, -1, 1]) Q = Q
  cyclic : transform (axisMap fun i => i + 1) Q = Q
  mirror : transform (axisMap ![1, 0, 2]) Q = Q

/-- The charge response, quadratic in the wavevector `q`, to a displacement `u` of an atom with
dynamical quadrupole `Q`, up to a constant prefactor. -/
def quadrupoleCharge (Q : Tensor3) (u q : Fin 3 → ℝ) : ℝ :=
  ∑ a, ∑ b, ∑ c, Q a b c * u a * q b * q c

/-- The tensor whose components are one for three distinct indices and zero otherwise. -/
def tetrahedralTensor : Tensor3 :=
  fun a b c => if a = b ∨ b = c ∨ a = c then 0 else 1

/-- A diagonal matrix multiplies each tensor component by the three corresponding entries. -/
theorem transform_diagonal (s : Fin 3 → ℝ) (Q : Tensor3) (a b c : Fin 3) :
    transform (diagonal s) Q a b c = s a * (s b * (s c * Q a b c)) := by
  simp [transform, Matrix.diagonal_apply]

/-- A relabelling of the axes relabels the indices of the tensor. -/
theorem transform_axisMap (σ : Fin 3 → Fin 3) (Q : Tensor3) (a b c : Fin 3) :
    transform (axisMap σ) Q a b c = Q (σ a) (σ b) (σ c) := by
  simp [transform, axisMap]

/-- A tensor has the tetrahedral symmetries exactly when its components with a repeated index
vanish and its six components with distinct indices are all equal. -/
theorem tdInvariant_iff (Q : Tensor3) :
    TdInvariant Q ↔
      (∀ a b c, (a = b ∨ b = c ∨ a = c) → Q a b c = 0) ∧
      (∀ a b c, a ≠ b → b ≠ c → a ≠ c → Q a b c = Q 0 1 2) := by
  constructor
  · intro h
    have hx : ∀ a b c, (![1, -1, -1] : Fin 3 → ℝ) a * ((![1, -1, -1] : Fin 3 → ℝ) b *
        ((![1, -1, -1] : Fin 3 → ℝ) c * Q a b c)) = Q a b c := fun a b c =>
      (transform_diagonal _ Q a b c).symm.trans
        (congrFun (congrFun (congrFun h.twofold_x a) b) c)
    have hz : ∀ a b c, (![-1, -1, 1] : Fin 3 → ℝ) a * ((![-1, -1, 1] : Fin 3 → ℝ) b *
        ((![-1, -1, 1] : Fin 3 → ℝ) c * Q a b c)) = Q a b c := fun a b c =>
      (transform_diagonal _ Q a b c).symm.trans
        (congrFun (congrFun (congrFun h.twofold_z a) b) c)
    have cyc : ∀ a b c, Q (a + 1) (b + 1) (c + 1) = Q a b c := fun a b c =>
      (transform_axisMap (fun i => i + 1) Q a b c).symm.trans
        (congrFun (congrFun (congrFun h.cyclic a) b) c)
    have mir : Q 1 0 2 = Q 0 1 2 :=
      (transform_axisMap ![1, 0, 2] Q 0 1 2).symm.trans
        (congrFun (congrFun (congrFun h.mirror 0) 1) 2)
    constructor
    · -- one of the two rotations reverses the sign of the component
      intro a b c hr
      have h1 := hx a b c
      have h2 := hz a b c
      fin_cases a <;> fin_cases b <;> fin_cases c <;> simp at hr h1 h2 ⊢ <;> linarith
    · -- the mirror joins the two cyclic orbits
      have e1 : Q 1 2 0 = Q 0 1 2 := cyc 0 1 2
      have e2 : Q 2 0 1 = Q 1 2 0 := cyc 1 2 0
      have e3 : Q 2 1 0 = Q 1 0 2 := cyc 1 0 2
      have e4 : Q 0 2 1 = Q 2 1 0 := cyc 2 1 0
      intro a b c hab hbc hac
      fin_cases a <;> fin_cases b <;> fin_cases c <;> simp at hab hbc hac ⊢ <;> linarith
  · rintro ⟨h0, h1⟩
    -- a diagonal matrix whose three entries have product one leaves `Q` unchanged
    have diag : ∀ s : Fin 3 → ℝ, s 0 * s 1 * s 2 = 1 → transform (diagonal s) Q = Q := by
      intro s hs
      funext a b c
      rw [transform_diagonal]
      by_cases hr : a = b ∨ b = c ∨ a = c
      · rw [h0 a b c hr]
        ring
      · have hp : s a * s b * s c = 1 := by
          fin_cases a <;> fin_cases b <;> fin_cases c <;> simp at hr ⊢ <;> linarith
        linear_combination Q a b c * hp
    -- an injective relabelling of the axes leaves `Q` unchanged
    have perm : ∀ σ : Fin 3 → Fin 3, Function.Injective σ →
        transform (axisMap σ) Q = Q := by
      intro σ hσ
      funext a b c
      rw [transform_axisMap]
      by_cases hr : a = b ∨ b = c ∨ a = c
      · rw [h0 a b c hr]
        apply h0
        rcases hr with hr | hr | hr
        · exact Or.inl (congrArg σ hr)
        · exact Or.inr (Or.inl (congrArg σ hr))
        · exact Or.inr (Or.inr (congrArg σ hr))
      · have hab : a ≠ b := fun e => hr (Or.inl e)
        have hbc : b ≠ c := fun e => hr (Or.inr (Or.inl e))
        have hac : a ≠ c := fun e => hr (Or.inr (Or.inr e))
        rw [h1 a b c hab hbc hac]
        exact h1 _ _ _ (hσ.ne hab) (hσ.ne hbc) (hσ.ne hac)
    exact ⟨diag _ (by simp), diag _ (by simp), perm _ (by decide), perm _ (by decide)⟩

/-- The tensor `tetrahedralTensor` satisfies the four conditions of `TdInvariant`, and its xyz
component is one. -/
theorem tdInvariant_witness :
    TdInvariant tetrahedralTensor ∧ tetrahedralTensor 0 1 2 = 1 := by
  have h012 : tetrahedralTensor 0 1 2 = 1 := if_neg (by decide)
  refine ⟨(tdInvariant_iff _).2 ⟨fun a b c h => if_pos h, fun a b c hab hbc hac => ?_⟩, h012⟩
  rw [h012]
  exact if_neg (by rintro (h | h | h) <;> contradiction)

/-- For a tetrahedral site the quadrupolar charge response to a displacement `u` at
wavevector `q` is fixed by the single constant `Q_xyz`. -/
theorem quadrupoleCharge_eq {Q : Tensor3} (h : TdInvariant Q) (u q : Fin 3 → ℝ) :
    quadrupoleCharge Q u q =
      2 * Q 0 1 2 * (u 0 * q 1 * q 2 + u 1 * q 2 * q 0 + u 2 * q 0 * q 1) := by
  obtain ⟨h0, h1⟩ := (tdInvariant_iff Q).1 h
  have e1 := h1 1 2 0 (by decide) (by decide) (by decide)
  have e2 := h1 2 0 1 (by decide) (by decide) (by decide)
  have e3 := h1 1 0 2 (by decide) (by decide) (by decide)
  have e4 := h1 2 1 0 (by decide) (by decide) (by decide)
  have e5 := h1 0 2 1 (by decide) (by decide) (by decide)
  simp [quadrupoleCharge, Fin.sum_univ_three, h0, e1, e2, e3, e4, e5]
  ring

/-- For a displacement equal to the wavevector, the quadrupolar charge response of a
tetrahedral site is `6 Q_xyz q_x q_y q_z`. -/
theorem quadrupoleCharge_longitudinal {Q : Tensor3} (h : TdInvariant Q) (q : Fin 3 → ℝ) :
    quadrupoleCharge Q q q = 6 * Q 0 1 2 * (q 0 * q 1 * q 2) := by
  rw [quadrupoleCharge_eq h]
  ring

/-- Spatial inversion reverses the sign of every rank-three tensor. -/
theorem transform_inversion (Q : Tensor3) : transform (-1) Q = -Q := by
  have hm : (-1 : Matrix (Fin 3) (Fin 3) ℝ) = diagonal fun _ => -1 := by
    ext i j
    by_cases h : i = j <;> simp [h]
  funext a b c
  rw [hm, transform_diagonal]
  simp

end

end TetrahedralDynamicalQuadrupole
```

```lean
#print axioms TetrahedralDynamicalQuadrupole.tdInvariant_iff
#print axioms TetrahedralDynamicalQuadrupole.quadrupoleCharge_longitudinal
#print axioms TetrahedralDynamicalQuadrupole.transform_inversion
```

```
'TetrahedralDynamicalQuadrupole.tdInvariant_iff' depends on axioms: [propext, Classical.choice, Quot.sound]
'TetrahedralDynamicalQuadrupole.quadrupoleCharge_longitudinal' depends on axioms: [propext, Classical.choice, Quot.sound]
'TetrahedralDynamicalQuadrupole.transform_inversion' depends on axioms: [propext, Classical.choice, Quot.sound]
```

## How the proof follows the derivation

**The two component formulas.** `transform_diagonal` and `transform_axisMap` are the first step of the derivation. In both, `simp` unfolds the triple sum and keeps the one term in which the matrix entries can all be nonzero. Everything after them works with components and no longer with sums over matrix entries.

**From invariance to components.** In the forward half of `tdInvariant_iff`, the equalities of tensors are evaluated at given indices. This produces `hx` and `hz` for the two rotations, `cyc` for the cyclic permutation and `mir` for the mirror.

For repeated indices the proof replaces the parity argument by enumeration. `fin_cases` runs through all 27 index triples, and `simp` inserts the signs and discards the triples with distinct indices. In each remaining case at least one rotation says that the component equals its own negative and so is zero, and `linarith` closes the case.

For distinct indices, `e1` and `e2` link the components in the cyclic set of $Q_{xyz}$, while `e3` and `e4` link those in the set of $Q_{yxz}$. Together with `mir` they let `linarith` reduce each of the six components to `Q 0 1 2`.

**From components to invariance.** The reverse half proves slightly more than it needs. The intermediate statement `diag` covers every diagonal matrix whose three entries have product one, and `perm` covers every injective relabelling of the axes. Both separate repeated from distinct indices, as the derivation does. In `diag`, the distinct case first shows that `s a * s b * s c` is one, and `linear_combination` multiplies this equation by the component. In `perm`, injectivity of `σ` keeps distinct indices distinct, so the components before and after relabelling both equal `Q 0 1 2`. The last line applies `diag` to the two rotations and `perm` to the two permutations.

**The example and the response.** `tdInvariant_witness` uses this reverse half: `tetrahedralTensor` is zero or one according to whether an index repeats, so the component conditions can be read off from its definition.

`quadrupoleCharge_eq` uses the forward half. The equations `e1` to `e5` express the other five components with distinct indices through `Q 0 1 2`. After `simp` has written out the sums and removed the vanishing terms, `ring` collects the six that remain. The longitudinal formula follows by substituting `q` for `u`.

**Inversion.** `transform_inversion` first rewrites the matrix `-1` as a diagonal matrix with all entries equal to $-1$. The formula for diagonal matrices then supplies the three signs.
